# With constant k, closed-channel logarithmic derivatives that start nonnegative converge exponentially to k

When an atom scatters from a surface, the wave function can be integrated outward from inside the repulsive wall. The exact boundary value there is usually unknown, so the integration starts from a guess. The question is how fast an error in that guess disappears.

Let r be the distance along the direction of propagation, and let ψ(r) be the real wave function of one channel. The channel is called closed here wherever the energy available for motion normal to the surface, E, lies below the potential V. This is the local sense of the word: a channel that is open far from the surface is also closed inside the repulsive wall. With m the mass of the atom, the equation there is

ψ'' = k²ψ, k² = 2m(V − E)/ħ².

The decay constant k > 0, often written κ, is the inverse length over which the wave function changes in the forbidden region. It is held constant throughout. The quantity propagated is the logarithmic derivative

y = ψ'/ψ,

which doesn't depend on the normalisation of ψ. A step has length h > 0 and runs towards larger r. Write t = tanh(kh).

```lean
import Mathlib

open Filter Topology

namespace LogDerivativePropagation

noncomputable section
```

One step replaces y by

F(y) = k(y + kt)/(k + yt).

```lean
/-- The propagator of a closed-channel logarithmic derivative `y` over a step `h` at decay constant
`k`. The formula is meaningful where `k + y * tanh (k * h) ≠ 0`; elsewhere Lean's division by zero
makes the value 0. -/
def propagate (k h y : ℝ) : ℝ :=
  k * (y + k * Real.tanh (k * h)) / (k + y * Real.tanh (k * h))
```

In Lean, F is `propagate k h`, a plain function on the real numbers. For y ≥ 0 the denominator is at least k, so the division is always proper in the results below. The n-th iterate Fⁿ is written `(propagate k h)^[n]`, which means n steps in succession and not a power of the value.

## The size of tanh(kh)

Since kh > 0, both sinh(kh) and cosh(kh) are positive, hence t > 0. From cosh² = 1 + sinh² it follows that

t² = sinh²(kh)/cosh²(kh) < 1.

```lean
/-- For a positive argument the hyperbolic tangent is positive and its square is below one. -/
theorem tanh_bounds {x : ℝ} (hx : 0 < x) : 0 < Real.tanh x ∧ Real.tanh x ^ 2 < 1 := by
  have hC := Real.cosh_pos x
  rw [Real.tanh_eq_sinh_div_cosh]
  refine ⟨div_pos (Real.sinh_pos_iff.2 hx) hC, ?_⟩
  rw [div_pow, div_lt_one (pow_pos hC 2)]
  linarith [Real.cosh_sq x]
```

The proof writes tanh as a quotient and uses the same identity, `Real.cosh_sq`. All later estimates take their bounds on t from here.

## From the wave equation to F

Write φ = ψ' and let x be the start of the step. Consider

A(r) = kψ(r) cosh(k(r − x)) − φ(r) sinh(k(r − x)),

B(r) = φ(r) cosh(k(r − x)) − kψ(r) sinh(k(r − x)).

Differentiating, and using φ' = k²ψ, makes all terms cancel:

A' = kφ cosh + k²ψ sinh − k²ψ sinh − kφ cosh = 0,

B' = k²ψ cosh + kφ sinh − kφ sinh − k²ψ cosh = 0.

Both are therefore constant. With C = cosh(kh) and S = sinh(kh), comparing r = x + h with r = x gives

kψ(x+h) C − φ(x+h) S = kψ(x),

φ(x+h) C − kψ(x+h) S = φ(x).

Because C² − S² = 1, these equations are solved by

kψ(x+h) = kψ(x) C + φ(x) S,

φ(x+h) = φ(x) C + kψ(x) S.

If ψ(x) > 0 and φ(x) ≥ 0, the first line shows that ψ(x+h) > 0. Dividing the second line by the first, multiplying by k, and cancelling ψ(x) C gives φ(x+h)/ψ(x+h) = F(φ(x)/ψ(x)).

```lean
/-- Let `ψ` solve the closed-channel equation `ψ'' = k² ψ` with derivative `φ`, and let `ψ > 0` and
`φ ≥ 0` at `x`. For `k, h > 0`, `ψ` is positive at `x + h`, and its logarithmic derivative there
is the propagated one. -/
theorem propagate_of_solution {k h x : ℝ} (hk : 0 < k) (hh : 0 < h) {ψ φ : ℝ → ℝ}
    (hψ : ∀ r, HasDerivAt ψ (φ r) r) (hφ : ∀ r, HasDerivAt φ (k ^ 2 * ψ r) r)
    (h0 : 0 < ψ x) (h1 : 0 ≤ φ x) :
    0 < ψ (x + h) ∧ φ (x + h) / ψ (x + h) = propagate k h (φ x / ψ x) := by
  have hl : ∀ r, HasDerivAt (fun r => k * (r - x)) k r := fun r =>
    (((hasDerivAt_id' r).sub_const x).const_mul k).congr_deriv (mul_one k)
  -- two combinations of `ψ` and `φ` that do not depend on position
  have d1 : ∀ r, HasDerivAt (fun r => k * ψ r * Real.cosh (k * (r - x))
      - φ r * Real.sinh (k * (r - x))) 0 r := fun r =>
    ((((hψ r).const_mul k).fun_mul (hl r).cosh).fun_sub
      ((hφ r).fun_mul (hl r).sinh)).congr_deriv (by ring)
  have d2 : ∀ r, HasDerivAt (fun r => φ r * Real.cosh (k * (r - x))
      - k * ψ r * Real.sinh (k * (r - x))) 0 r := fun r =>
    (((hφ r).fun_mul (hl r).cosh).fun_sub
      (((hψ r).const_mul k).fun_mul (hl r).sinh)).congr_deriv (by ring)
  have e1 := is_const_of_deriv_eq_zero (fun r => (d1 r).differentiableAt)
    (fun r => (d1 r).deriv) (x + h) x
  have e2 := is_const_of_deriv_eq_zero (fun r => (d2 r).differentiableAt)
    (fun r => (d2 r).deriv) (x + h) x
  simp only [add_sub_cancel_left, sub_self, mul_zero, Real.cosh_zero, Real.sinh_zero,
    mul_one, sub_zero] at e1 e2
  have hC := Real.cosh_pos (k * h)
  have hS : 0 < Real.sinh (k * h) := Real.sinh_pos_iff.2 (mul_pos hk hh)
  have hCS := Real.cosh_sq (k * h)
  unfold propagate
  rw [Real.tanh_eq_sinh_div_cosh]
  generalize Real.cosh (k * h) = C at *
  generalize Real.sinh (k * h) = S at *
  -- solve for the values at the end of the step
  have p1 : k * ψ (x + h) = k * ψ x * C + φ x * S := by
    linear_combination C * e1 + S * e2 - k * ψ (x + h) * hCS
  have p2 : φ (x + h) = φ x * C + k * ψ x * S := by
    linear_combination C * e2 + S * e1 - φ (x + h) * hCS
  have hpos : 0 < ψ (x + h) := by
    have : 0 < k * ψ (x + h) := by rw [p1]; positivity
    exact pos_of_mul_pos_right this hk.le
  refine ⟨hpos, ?_⟩
  have q1 : k + φ x / ψ x * (S / C) = k * ψ (x + h) / (ψ x * C) := by
    rw [p1]; field_simp
  have q2 : φ x / ψ x + k * (S / C) = φ (x + h) / (ψ x * C) := by
    rw [p2]; field_simp
  rw [q1, q2]
  field_simp
```

The hypotheses `hψ` and `hφ` say that φ is the derivative of ψ and that k²ψ is the derivative of φ, at every real r. A solution given only on the interval of the step extends to all r as a combination of exp(kr) and exp(−kr), so this costs no generality. The facts `d1` and `d2` are A' = 0 and B' = 0, and `e1` and `e2` are the two equations between the ends of the step. The `linear_combination` lines solve them, giving `p1` and `p2`. Finally, `q1` rewrites the denominator k + yt of F, and `q2` the factor y + kt of its numerator, each as a quotient with denominator ψ(x) C.

## Nonnegative values stay nonnegative

If y ≥ 0, then y + kt > 0 and k + yt > 0, so F(y) > 0. Repeating the step keeps every iterate in [0,∞).

```lean
/-- For `k, h > 0`, every iterate of the propagator keeps a nonnegative logarithmic derivative
nonnegative. -/
theorem iterate_nonneg {k h y : ℝ} (hk : 0 < k) (hh : 0 < h) (hy : 0 ≤ y) (n : ℕ) :
    0 ≤ (propagate k h)^[n] y := by
  induction n with
  | zero => exact hy
  | succ n ih =>
    rw [Function.iterate_succ_apply']
    have ht := (tanh_bounds (mul_pos hk hh)).1
    unfold propagate at ih ⊢
    positivity
```

This is an induction on n, in which `positivity` checks the signs in the quotient. The value y = 0, a wave function with zero slope, is an allowed start. A hard wall, where ψ = 0 and y is infinite, is not itself a real starting value; its logarithmic derivative after one step, k/t, is.

## One step brings two values closer

For y, z ≥ 0, put F(y) − F(z) over a common denominator. The numerator is

k[(y + kt)(k + zt) − (z + kt)(k + yt)] = k²(1 − t²)(y − z),

so that

F(y) − F(z) = (1 − t²)(y − z) · k²/((k + yt)(k + zt)).

Both factors in the last denominator are at least k, so the last fraction is at most 1. Hence

|F(y) − F(z)| ≤ (1 − t²)|y − z|.

```lean
/-- For `k, h > 0`, one step shrinks the distance between two nonnegative logarithmic derivatives
at least by the factor `1 - tanh² (k h)`. -/
theorem propagate_contracts {k h y z : ℝ} (hk : 0 < k) (hh : 0 < h) (hy : 0 ≤ y) (hz : 0 ≤ z) :
    |propagate k h y - propagate k h z| ≤ (1 - Real.tanh (k * h) ^ 2) * |y - z| := by
  obtain ⟨ht, ht1⟩ := tanh_bounds (mul_pos hk hh)
  unfold propagate
  generalize Real.tanh (k * h) = t at *
  have hyt : 0 ≤ y * t := mul_nonneg hy ht.le
  have hzt : 0 ≤ z * t := mul_nonneg hz ht.le
  have dy : 0 < k + y * t := by linarith
  have dz : 0 < k + z * t := by linarith
  have e : k * (y + k * t) / (k + y * t) - k * (z + k * t) / (k + z * t)
      = (1 - t ^ 2) * (y - z) * (k ^ 2 / ((k + y * t) * (k + z * t))) := by
    have := dy.ne'
    have := dz.ne'
    field_simp
    ring
  -- the remaining factor is at most one
  have hq : k ^ 2 / ((k + y * t) * (k + z * t)) ≤ 1 := by
    rw [div_le_one (mul_pos dy dz)]
    nlinarith [mul_nonneg hk.le hyt, mul_nonneg hk.le hzt, mul_nonneg hyt hzt]
  have hc : 0 ≤ 1 - t ^ 2 := by linarith
  rw [e, abs_mul, abs_mul, abs_of_nonneg hc,
    abs_of_nonneg (div_nonneg (sq_nonneg k) (mul_pos dy dz).le)]
  exact mul_le_of_le_one_right (mul_nonneg hc (abs_nonneg _)) hq
```

The equation `e` is the factored difference, and `hq` is the bound on the remaining fraction. The last lines take absolute values, which is harmless because 1 − t² and the fraction are nonnegative.

A plausible error in the derivation is to linearise F at k, find the slope (1 − t)/(1 + t) = exp(−2kh), and use it as the contraction factor on all of [0,∞). Take k = 1 and t = 1/2. That factor would be 1/3, but F(0) = 1/2 and F(1) = 1, so a distance of 1 shrinks only to 1/2. The bound with 1 − t² = 3/4 does hold.

## All nonnegative starting values lead to k

Applying the one-step bound n times gives

|Fⁿ(y) − Fⁿ(z)| ≤ (1 − t²)ⁿ|y − z|.

The value k is a fixed point, since F(k) = k(k + kt)/(k + kt) = k. Setting z = k gives

|Fⁿ(y) − k| ≤ (1 − t²)ⁿ|y − k|,

and the right-hand side tends to zero because 0 < 1 − t² < 1.

```lean
/-- For `k, h > 0` and nonnegative starting values, the iterated logarithmic derivatives stay
nonnegative, their distance after `n` steps has shrunk at least by `(1 - tanh² (k h))ⁿ`, and
they tend to `k`. -/
theorem starting_errors_die {k h : ℝ} (hk : 0 < k) (hh : 0 < h) :
    (∀ y, 0 ≤ y → ∀ n, 0 ≤ (propagate k h)^[n] y) ∧
    (∀ y z, 0 ≤ y → 0 ≤ z → ∀ n, |(propagate k h)^[n] y - (propagate k h)^[n] z|
      ≤ (1 - Real.tanh (k * h) ^ 2) ^ n * |y - z|) ∧
    (∀ y, 0 ≤ y → Tendsto (fun n => (propagate k h)^[n] y) atTop (𝓝 k)) := by
  obtain ⟨ht, ht1⟩ := tanh_bounds (mul_pos hk hh)
  have hc : 0 ≤ 1 - Real.tanh (k * h) ^ 2 := by linarith
  have contr : ∀ y z, 0 ≤ y → 0 ≤ z → ∀ n : ℕ,
      |(propagate k h)^[n] y - (propagate k h)^[n] z|
        ≤ (1 - Real.tanh (k * h) ^ 2) ^ n * |y - z| := by
    intro y z hy hz n
    induction n with
    | zero => simp
    | succ n ih =>
      rw [Function.iterate_succ_apply', Function.iterate_succ_apply', pow_succ', mul_assoc]
      exact (propagate_contracts hk hh (iterate_nonneg hk hh hy n)
        (iterate_nonneg hk hh hz n)).trans (mul_le_mul_of_nonneg_left ih hc)
  refine ⟨fun y hy n => iterate_nonneg hk hh hy n, contr, fun y hy => ?_⟩
  -- `k` is a fixed point, so the contraction bound measures the distance to it
  have fix : propagate k h k = k := by
    have : k + k * Real.tanh (k * h) ≠ 0 := by positivity
    exact mul_div_cancel_right₀ k this
  have lim : Tendsto (fun n : ℕ => (1 - Real.tanh (k * h) ^ 2) ^ n * |y - k|) atTop (𝓝 0) := by
    have hlt : 1 - Real.tanh (k * h) ^ 2 < 1 := by linarith [pow_pos ht 2]
    have := (tendsto_pow_atTop_nhds_zero_of_lt_one hc hlt).mul_const |y - k|
    rwa [zero_mul] at this
  rw [tendsto_iff_dist_tendsto_zero]
  refine squeeze_zero (fun n => dist_nonneg) (fun n => ?_) lim
  have := contr y k hy hk.le n
  rwa [Function.iterate_fixed fix n, ← Real.dist_eq] at this
```

The theorem has three parts, all for fixed k, h > 0: the iterates stay nonnegative, two sequences approach each other at least at the stated rate, and each sequence tends to k as n → ∞. The last part is the `Tendsto` statement. In the proof, `contr` is the induction, `fix` is the fixed point, and `squeeze_zero` traps the distance to k between zero and the vanishing bound `lim`.

The limit k belongs to the growing solution exp(kr). The decaying solution exp(−kr) has y = −k, and

F(−k) = k(−k + kt)/(k − kt) = −k,

so a start at −k never moves. For convergence to k, the condition y ≥ 0 therefore can't be relaxed to y ≥ −k.

## The exact decay of the relative deviation

Subtracting k from F(y), and adding k to it, gives

F(y) − k = k(1 − t)(y − k)/(k + yt),

F(y) + k = k(1 + t)(y + k)/(k + yt).

In the quotient the common denominator cancels, and the prefactor is

(1 − t)/(1 + t) = (C − S)/(C + S) = exp(−kh)/exp(kh) = exp(−2kh).

The relative deviation of y from k means here (y − k)/(y + k), not the usual relative error (y − k)/k. After n steps from y ≥ 0,

(Fⁿ(y) − k)/(Fⁿ(y) + k) = exp(−2kh)ⁿ · (y − k)/(y + k).

```lean
/-- For `k, h > 0` and `y ≥ 0`, the relative deviation `(y - k) / (y + k)` is multiplied by exactly
`exp (-2 k h)` in each step. -/
theorem exact_error_law {k h y : ℝ} (hk : 0 < k) (hh : 0 < h) (hy : 0 ≤ y) (n : ℕ) :
    ((propagate k h)^[n] y - k) / ((propagate k h)^[n] y + k)
      = Real.exp (-2 * (k * h)) ^ n * ((y - k) / (y + k)) := by
  induction n with
  | zero => simp
  | succ n ih =>
    rw [Function.iterate_succ_apply', pow_succ', mul_assoc, ← ih]
    have hw := iterate_nonneg hk hh hy n
    generalize (propagate k h)^[n] y = w at hw ⊢
    have ht := (tanh_bounds (mul_pos hk hh)).1
    -- the exponential form of the hyperbolic tangent
    have hE : 1 - Real.tanh (k * h) = Real.exp (-2 * (k * h)) * (1 + Real.tanh (k * h)) := by
      have hC := (Real.cosh_pos (k * h)).ne'
      rw [Real.tanh_eq_sinh_div_cosh, one_sub_div hC, one_add_div hC, ← mul_div_assoc,
        Real.cosh_sub_sinh, Real.cosh_add_sinh, ← Real.exp_add]
      congr 2
      ring
    unfold propagate
    generalize Real.tanh (k * h) = t at *
    generalize Real.exp (-2 * (k * h)) = E at *
    have hD : k + w * t ≠ 0 := by positivity
    have hs : w + k ≠ 0 := by positivity
    have h1t : 1 + t ≠ 0 := by positivity
    have e1 : k * (w + k * t) / (k + w * t) - k = k * (1 - t) * (w - k) / (k + w * t) := by
      rw [div_sub' hD]
      congr 1
      ring
    have e2 : k * (w + k * t) / (k + w * t) + k = k * (1 + t) * (w + k) / (k + w * t) := by
      rw [div_add' _ _ _ hD]
      congr 1
      ring
    rw [e1, e2, hE, div_div_div_cancel_right₀ hD]
    field_simp

end

end LogDerivativePropagation
```

The induction reduces the claim to a single step from the current value `w`. There `e1` and `e2` are the two factored expressions, and `hE` is the exponential form of the prefactor, written without a division.

For a single uncoupled closed channel with constant k, this law tells a scattering calculation how deep in the forbidden region to start: the deviation (y − k)/(y + k) is multiplied by exp(−2kD) over a distance D = nh, however D is divided into steps. Carrying this over to a real surface requires passing from one constant k to coupled channels whose potential varies with r, where y becomes a matrix and the propagator changes from step to step. The theorems leave that passage open, and they do not treat rounding errors.

```lean
#print axioms LogDerivativePropagation.propagate_of_solution
#print axioms LogDerivativePropagation.starting_errors_die
#print axioms LogDerivativePropagation.exact_error_law
```

```
'LogDerivativePropagation.propagate_of_solution' depends on axioms: [propext, Classical.choice, Quot.sound]
'LogDerivativePropagation.starting_errors_die' depends on axioms: [propext, Classical.choice, Quot.sound]
'LogDerivativePropagation.exact_error_law' depends on axioms: [propext, Classical.choice, Quot.sound]
```
